# Inverse-transform sampling and thinning both survive to time t with probability exp(−Λ(t)) when the rate is continuous and 0 ≤ k ≤ M

Let an event have the time-dependent rate \(k(s)\), continuous and with \(0\le k(s)\le M\) for all \(s\ge 0\), where \(M>0\) is a constant. Write

\[
\Lambda(t)=\int_0^t k(s)\,ds
\]

for the cumulative hazard. For every \(t\ge 0\), the probability that no event has occurred by time \(t\) is \(e^{-\Lambda(t)}\) under either of two sampling rules: solving \(\Lambda(\tau)=-\ln u\) for a uniform random number \(u\), or proposing events at the constant rate \(M\) and accepting each with probability \(k/M\). If a constant rate exceeds \(M\), the second rule survives too often.

## Two ways to draw a waiting time

In kinetic Monte Carlo, a rate may change while the system waits, for instance during a temperature ramp or under a varying applied field. The result bears on the waiting-time step of such simulations, for a single escape channel whose rate is a prescribed function of time.

The **inverse-transform sampler** draws \(u\) uniformly from \((0,1)\) and fires at the first time \(\tau\) with \(\Lambda(\tau)=-\ln u\). It survives to \(t\) if the equation has no solution in \([0,t]\). This wording also covers draws that never fire, which occur when \(\Lambda\) stays bounded.

**Thinning** runs a Poisson clock of rate \(M\). At each tick \(s\) it draws a second uniform number \(v\) and rejects the proposal if \(v>k(s)/M\). It survives to \(t\) if every proposal up to then has been rejected. The constant \(M\) is thus the rate of the clock, and the exactness result assumes that the physical rate never exceeds it.

## The threshold on u

Put \(\theta=-\ln u\), which is positive. The function \(\Lambda\) is continuous and \(\Lambda(0)=0\).

If \(\Lambda(t)\ge\theta\), the intermediate value theorem gives a \(\tau\in[0,t]\) with \(\Lambda(\tau)=\theta\), so the event has occurred. If \(\Lambda(t)<\theta\), then for every \(\tau\in[0,t]\)

\[
\Lambda(\tau)=\Lambda(t)-\int_\tau^t k(s)\,ds\le\Lambda(t)<\theta ,
\]

and there is no solution. Survival therefore means \(-\ln u>\Lambda(t)\), or \(u<e^{-\Lambda(t)}\). Since \(\Lambda(t)\ge 0\), these \(u\) form the interval \((0,e^{-\Lambda(t)})\) inside \((0,1)\), and its length is \(e^{-\Lambda(t)}\).

## Summing over rejected proposals

The numbers \(v\in(0,1)\) with \(v>k(s)/M\) form the interval \((k(s)/M,1)\), so the rejection probability is

\[
r(s)=1-\frac{k(s)}{M},\qquad M\,r(s)=M-k(s).
\]

Let \(W_n(t)\) be the probability of reaching \(t\) with exactly \(n\) proposals, all rejected. With no proposals, \(W_0(t)=e^{-Mt}\). Otherwise let \(s\) be the time of the last proposal. The system reaches \(s\) with \(n\) rejections, rejects one more there, and sees no proposal between \(s\) and \(t\):

\[
W_{n+1}(t)=\int_0^t W_n(s)\,M\,r(s)\,e^{-M(t-s)}\,ds .
\]

Let \(R(t)=\int_0^t (M-k(x))\,dx\). The claim is

\[
W_n(t)=e^{-Mt}\,\frac{R(t)^n}{n!}.
\]

It holds for \(n=0\). If it holds for \(n\), the two exponentials combine to \(e^{-Ms}e^{-M(t-s)}=e^{-Mt}\), and \(R'(s)=M-k(s)\), so

\[
W_{n+1}(t)=e^{-Mt}\int_0^t\frac{R(s)^n}{n!}\,R'(s)\,ds
=e^{-Mt}\left[\frac{R(s)^{n+1}}{(n+1)!}\right]_0^t
=e^{-Mt}\,\frac{R(t)^{n+1}}{(n+1)!},
\]

because \(R(0)=0\). Finally \(R(t)=Mt-\Lambda(t)\), and the exponential series gives

\[
\sum_{n=0}^\infty W_n(t)=e^{-Mt}e^{Mt-\Lambda(t)}=e^{-\Lambda(t)} .
\]

## A rate that outruns the clock

Suppose \(k=c\) is constant and \(c>M>0\). Then \(c/M>1\), no \(v\in(0,1)\) exceeds it, and every proposal is accepted. Only the term without proposals remains, so thinning survives with probability \(e^{-Mt}\). For \(t>0\) this is strictly larger than the correct \(e^{-ct}\): the sampler cannot fire faster than its clock.

## Numbers for a linearly rising rate

Take \(k(s)=\min(s,2)\) for \(s\ge0\), with \(M=2\) and \(t=1\). Then \(\Lambda(1)=1/2\) and \(R(1)=3/2\), and the survival probability is \(e^{-1/2}\approx0.6065\).

For the inverse transform, \(u=0.7\) gives \(-\ln u\approx0.357<0.5\), and solving \(\tau^2/2=0.357\) puts the event at \(\tau\approx0.84\). The draw \(u=0.5\) gives \(0.693>0.5\) and survives to \(t=1\).

For thinning, the weights \(e^{-2}(3/2)^n/n!\) are

| \(n\) | 0 | 1 | 2 | 3 | 4 | 5 |
|---|---|---|---|---|---|---|
| \(W_n(1)\) | 0.1353 | 0.2030 | 0.1523 | 0.0761 | 0.0285 | 0.0086 |

These six terms add up to about 0.604, and the remaining ones supply the missing 0.003.

## The statement in Lean

The main theorem is `both_samplers_exact`. Its objects correspond to the physics as follows.

- `k : ℝ → ℝ` is the rate, and `hk` makes it continuous on the whole real line. A rate given only for \(s\ge0\) can be extended to negative times by its value at 0. Rates that jump, as when a field is switched abruptly, are not covered.
- `hb` states \(0\le k(s)\le M\) for \(s\ge 0\), and `hM` states \(M>0\). The rate may vanish.
- `cumulativeHazard k t` is \(\Lambda(t)\).
- `rejectProb k M s` is \(r(s)\), defined as the Lebesgue measure of the rejecting numbers \(v\).
- `rejectionWeight k M n t` is \(W_n(t)\), defined by the recursion above. The closed formula is a theorem.

The first half of the conclusion says that the set of \(u\in(0,1)\) for which \(\Lambda(\tau)=-\ln u\) has no solution in \([0,t]\) has measure \(e^{-\Lambda(t)}\). Lebesgue measure takes values in the extended nonnegative reals, hence the wrapper `ENNReal.ofReal`. The second half, a `HasSum`, says that the series of the \(W_n(t)\) converges to \(e^{-\Lambda(t)}\).

The Poisson clock enters through the recursion: exponential gaps between proposals and independent rejections are built into the definition, not derived from a stochastic process. The model has ideal uniform numbers and an exactly solved equation for \(\tau\). It has no competing channels and no choice of a final state.

## The complete file

```lean
import Mathlib

open MeasureTheory Set

namespace TimeDependentKMC

noncomputable section

/-- The cumulative hazard `Λ(t)`, the integral of the rate `k` from time `0` to `t`. -/
def cumulativeHazard (k : ℝ → ℝ) (t : ℝ) : ℝ := ∫ s in (0 : ℝ)..t, k s

/-- The probability that a proposal at time `s` is rejected: the measure of the uniform
numbers `v` in `(0,1)` that exceed `k(s)/M`, for a bounding rate `M > 0`. -/
def rejectProb (k : ℝ → ℝ) (M s : ℝ) : ℝ :=
  (volume {v : ℝ | v ∈ Ioo (0 : ℝ) 1 ∧ k s / M < v}).toReal

/-- The probability of reaching time `t` with exactly `n` proposals, all rejected, when
proposals arrive at rate `M > 0`. The recursion integrates over the time `s` of the last one. -/
def rejectionWeight (k : ℝ → ℝ) (M : ℝ) : ℕ → ℝ → ℝ
  | 0, t => Real.exp (-M * t)
  | n + 1, t => ∫ s in (0 : ℝ)..t,
      rejectionWeight k M n s * (M * rejectProb k M s) * Real.exp (-M * (t - s))

/-- For a continuous rate that is nonnegative at times `s ≥ 0`, and `u` in `(0,1)`, the equation
`Λ(τ) = -ln u` has no solution in `[0,t]`, where `t ≥ 0`, exactly when `-ln u > Λ(t)`. -/
theorem no_event_iff {k : ℝ → ℝ} (hk : Continuous k) (h0 : ∀ s, 0 ≤ s → 0 ≤ k s)
    {t u : ℝ} (ht : 0 ≤ t) (hu : u ∈ Ioo (0 : ℝ) 1) :
    (∀ τ ∈ Icc 0 t, cumulativeHazard k τ ≠ -Real.log u) ↔
      cumulativeHazard k t < -Real.log u := by
  constructor
  · intro h
    by_contra hlt
    have hc : Continuous (cumulativeHazard k) :=
      continuous_iff_continuousAt.2 fun s =>
        (hk.integral_hasStrictDerivAt 0 s).hasDerivAt.continuousAt
    have hz : cumulativeHazard k 0 = 0 := by simp [cumulativeHazard]
    have hlog := Real.log_neg hu.1 hu.2
    -- a continuous hazard that has passed the threshold must have crossed it
    obtain ⟨τ, hτ, he⟩ := intermediate_value_Icc ht hc.continuousOn
      (show -Real.log u ∈ Icc (cumulativeHazard k 0) (cumulativeHazard k t) from
        ⟨by rw [hz]; linarith, not_lt.1 hlt⟩)
    exact h τ hτ he
  · intro h τ hτ he
    have hadd : cumulativeHazard k τ + (∫ s in τ..t, k s) = cumulativeHazard k t :=
      intervalIntegral.integral_add_adjacent_intervals
        (hk.intervalIntegrable _ _) (hk.intervalIntegrable _ _)
    have hn : 0 ≤ ∫ s in τ..t, k s :=
      intervalIntegral.integral_nonneg hτ.2 fun s hs => h0 s (hτ.1.trans hs.1)
    linarith

/-- For a rate that is nonnegative at times `s ≥ 0`, and `t ≥ 0`, the numbers `u` in `(0,1)`
with `-ln u > Λ(t)` have Lebesgue measure `exp(-Λ(t))`. -/
theorem volume_log_threshold {k : ℝ → ℝ} (h0 : ∀ s, 0 ≤ s → 0 ≤ k s)
    {t : ℝ} (ht : 0 ≤ t) :
    volume {u : ℝ | u ∈ Ioo (0 : ℝ) 1 ∧ cumulativeHazard k t < -Real.log u} =
      ENNReal.ofReal (Real.exp (-cumulativeHazard k t)) := by
  have hn : 0 ≤ cumulativeHazard k t :=
    intervalIntegral.integral_nonneg ht fun s hs => h0 s hs.1
  have hset : {u : ℝ | u ∈ Ioo (0 : ℝ) 1 ∧ cumulativeHazard k t < -Real.log u} =
      Ioo 0 (Real.exp (-cumulativeHazard k t)) := by
    ext u
    constructor
    · rintro ⟨hu, h⟩
      exact ⟨hu.1, (Real.log_lt_iff_lt_exp hu.1).1 (by linarith)⟩
    · rintro ⟨hu, h⟩
      have hl := (Real.log_lt_iff_lt_exp hu).2 h
      have he : Real.exp (-cumulativeHazard k t) ≤ 1 := Real.exp_le_one_iff.2 (by linarith)
      exact ⟨⟨hu, h.trans_le he⟩, by linarith⟩
  rw [hset, Real.volume_Ioo, sub_zero]

/-- If `0 ≤ k(s) ≤ M` and `M > 0`, a proposal at time `s` is rejected with
probability `1 - k(s)/M`. -/
theorem rejectProb_eq {k : ℝ → ℝ} {M s : ℝ} (hM : 0 < M) (h0 : 0 ≤ k s) (h1 : k s ≤ M) :
    rejectProb k M s = 1 - k s / M := by
  have hq : 0 ≤ k s / M := div_nonneg h0 hM.le
  have hset : {v : ℝ | v ∈ Ioo (0 : ℝ) 1 ∧ k s / M < v} = Ioo (k s / M) 1 := by
    ext v
    exact ⟨fun h => ⟨h.2, h.1.2⟩, fun h => ⟨⟨hq.trans_lt h.1, h.2⟩, h.1⟩⟩
  rw [rejectProb, hset, Real.volume_Ioo,
    ENNReal.toReal_ofReal (sub_nonneg.2 ((div_le_one hM).2 h1))]

/-- For a continuous rate with `0 ≤ k ≤ M` at times `s ≥ 0`, and `M > 0`, the probability of
reaching `t ≥ 0` with exactly `n` proposals, all rejected, is `exp(-Mt) (∫₀ᵗ (M - k))ⁿ / n!`. -/
theorem rejectionWeight_eq {k : ℝ → ℝ} {M : ℝ} (hk : Continuous k) (hM : 0 < M)
    (hb : ∀ s, 0 ≤ s → 0 ≤ k s ∧ k s ≤ M) (n : ℕ) :
    ∀ t, 0 ≤ t → rejectionWeight k M n t =
      Real.exp (-M * t) * (∫ x in (0 : ℝ)..t, (M - k x)) ^ n / (n.factorial : ℝ) := by
  have hc : Continuous fun x => M - k x := continuous_const.sub hk
  have hR : ∀ s, HasDerivAt (fun y => ∫ x in (0 : ℝ)..y, (M - k x)) (M - k s) s :=
    fun s => (hc.integral_hasStrictDerivAt 0 s).hasDerivAt
  have hRc : Continuous fun y => ∫ x in (0 : ℝ)..y, (M - k x) :=
    continuous_iff_continuousAt.2 fun s => (hR s).continuousAt
  induction n with
  | zero => intro t _; simp [rejectionWeight]
  | succ n ih =>
    intro t ht
    -- the integrand of the recursion is an exact derivative
    have hder : ∀ s, HasDerivAt
        (fun y => Real.exp (-M * t) * (∫ x in (0 : ℝ)..y, (M - k x)) ^ (n + 1) /
          ((n + 1).factorial : ℝ))
        (Real.exp (-M * t) * (∫ x in (0 : ℝ)..s, (M - k x)) ^ n / (n.factorial : ℝ) *
          (M - k s)) s := by
      intro s
      have h := (((hR s).fun_pow (n + 1)).const_mul (Real.exp (-M * t))).div_const
        ((n + 1).factorial : ℝ)
      refine h.congr_deriv ?_
      have hf : (n.factorial : ℝ) ≠ 0 := Nat.cast_ne_zero.2 n.factorial_ne_zero
      have hn : (n : ℝ) + 1 ≠ 0 := by positivity
      simp only [Nat.factorial_succ, Nat.cast_mul, Nat.cast_add, Nat.cast_one,
        add_tsub_cancel_right]
      field_simp
    have hcongr : rejectionWeight k M (n + 1) t = ∫ s in (0 : ℝ)..t,
        Real.exp (-M * t) * (∫ x in (0 : ℝ)..s, (M - k x)) ^ n / (n.factorial : ℝ) *
          (M - k s) := by
      rw [rejectionWeight]
      apply intervalIntegral.integral_congr
      intro s hs
      rw [uIcc_of_le ht] at hs
      have e : Real.exp (-M * t) = Real.exp (-M * s) * Real.exp (-M * (t - s)) := by
        rw [← Real.exp_add]
        congr 1
        ring
      have r : M * rejectProb k M s = M - k s := by
        rw [rejectProb_eq hM (hb s hs.1).1 (hb s hs.1).2, mul_sub, mul_one,
          mul_div_cancel₀ _ hM.ne']
      simp only [ih s hs.1, r, e]
      ring
    rw [hcongr, intervalIntegral.integral_eq_sub_of_hasDerivAt (fun s _ => hder s)
      ((((continuous_const.mul (hRc.pow n)).div_const _).mul hc).intervalIntegrable _ _)]
    simp

/-- For a continuous rate with `0 ≤ k ≤ M` at times `s ≥ 0`, and `M > 0`, both samplers survive
to `t ≥ 0` with probability `exp(-Λ(t))`: the one that solves `Λ(τ) = -ln u` for uniform `u`,
and thinning, summed over the number of rejected proposals. -/
theorem both_samplers_exact {k : ℝ → ℝ} {M : ℝ} (hk : Continuous k) (hM : 0 < M)
    (hb : ∀ s, 0 ≤ s → 0 ≤ k s ∧ k s ≤ M) {t : ℝ} (ht : 0 ≤ t) :
    volume {u : ℝ | u ∈ Ioo (0 : ℝ) 1 ∧
        ∀ τ ∈ Icc 0 t, cumulativeHazard k τ ≠ -Real.log u} =
      ENNReal.ofReal (Real.exp (-cumulativeHazard k t)) ∧
    HasSum (fun n => rejectionWeight k M n t) (Real.exp (-cumulativeHazard k t)) := by
  have h0 : ∀ s, 0 ≤ s → 0 ≤ k s := fun s hs => (hb s hs).1
  constructor
  · rw [← volume_log_threshold h0 ht]
    congr 1
    ext u
    exact and_congr_right fun hu => no_event_iff hk h0 ht hu
  · have hR : (∫ x in (0 : ℝ)..t, (M - k x)) = M * t - cumulativeHazard k t := by
      rw [intervalIntegral.integral_sub (continuous_const.intervalIntegrable _ _)
        (hk.intervalIntegrable _ _), intervalIntegral.integral_const, smul_eq_mul,
        cumulativeHazard]
      ring
    -- the rejected proposals resum to an exponential
    have hs : HasSum (fun n : ℕ => (M * t - cumulativeHazard k t) ^ n / (n.factorial : ℝ))
        (Real.exp (M * t - cumulativeHazard k t)) := by
      rw [Real.exp_eq_exp_ℝ, NormedSpace.exp_eq_tsum_div]
      exact (Real.summable_pow_div_factorial _).hasSum
    have h := hs.mul_left (Real.exp (-M * t))
    have hv : Real.exp (-M * t) * Real.exp (M * t - cumulativeHazard k t) =
        Real.exp (-cumulativeHazard k t) := by
      rw [← Real.exp_add]
      congr 1
      ring
    rw [hv] at h
    refine h.congr_fun ?_
    intro n
    rw [rejectionWeight_eq hk hM hb n t ht, hR, mul_div_assoc]

/-- If a constant rate `c` exceeds the proposal rate `M > 0`, thinning survives to `t > 0` with
probability `exp(-Mt)`, which is strictly larger than `exp(-ct)`. -/
theorem thinning_fails_above_bound {c M t : ℝ} (hM : 0 < M) (hc : M < c) (ht : 0 < t) :
    HasSum (fun n => rejectionWeight (fun _ => c) M n t) (Real.exp (-M * t)) ∧
      Real.exp (-c * t) < Real.exp (-M * t) := by
  constructor
  · -- every proposal is accepted, so only the term without proposals survives
    have hr : ∀ s, rejectProb (fun _ => c) M s = 0 := by
      intro s
      have hq : 1 < c / M := (one_lt_div hM).2 hc
      have hset : {v : ℝ | v ∈ Ioo (0 : ℝ) 1 ∧ c / M < v} = ∅ := by
        ext v
        simp only [Set.mem_ofPred_eq, mem_empty_iff_false, iff_false]
        rintro ⟨hv, h⟩
        linarith [hv.2]
      simp only [rejectProb, hset, measure_empty, ENNReal.toReal_zero]
    have h := hasSum_single (f := fun n => rejectionWeight (fun _ => c) M n t) 0 (by
      intro n hn
      obtain ⟨m, rfl⟩ := Nat.exists_eq_succ_of_ne_zero hn
      simp [rejectionWeight, hr])
    simpa only [rejectionWeight] using h
  · exact Real.exp_lt_exp.2 (by nlinarith)

end

end TimeDependentKMC
```

```lean
#print axioms TimeDependentKMC.both_samplers_exact
#print axioms TimeDependentKMC.thinning_fails_above_bound
```

```
'TimeDependentKMC.both_samplers_exact' depends on axioms: [propext, Classical.choice, Quot.sound]
'TimeDependentKMC.thinning_fails_above_bound' depends on axioms: [propext, Classical.choice, Quot.sound]
```

## From the lemmas to the theorem

`no_event_iff` is the threshold argument. In one direction it assumes that \(\Lambda(t)\) has reached \(-\ln u\) and obtains a crossing from `intermediate_value_Icc`; continuity of \(\Lambda\) comes from its differentiability. In the other it splits the integral at \(\tau\) and uses that the part from \(\tau\) to \(t\) is nonnegative.

`volume_log_threshold` rewrites the condition \(-\ln u>\Lambda(t)\) as membership of the interval from 0 to \(e^{-\Lambda(t)}\) and reads off its length. Nonnegativity of \(\Lambda(t)\) keeps the interval inside \((0,1)\). `rejectProb_eq` does the same for the second random number; the bound \(k(s)\le M\) makes the length \(1-k(s)/M\) nonnegative.

`rejectionWeight_eq` is the induction on \(n\). The formula is stated for all \(t\ge0\) at once, because the step needs it at every earlier time \(s\). Within the step, `hder` establishes that the integrand is the derivative of \(e^{-Mt}R(s)^{n+1}/(n+1)!\) with respect to \(s\), with \(t\) held fixed. `hcongr` brings the recursion into this form by merging the exponentials and replacing \(M\,r(s)\) by \(M-k(s)\). The fundamental theorem of calculus, `intervalIntegral.integral_eq_sub_of_hasDerivAt`, then evaluates the integral, and the lower limit contributes zero.

`both_samplers_exact` joins the parts. Its first half replaces the no-solution condition by the threshold and applies the measure lemma. Its second half computes \(R(t)=Mt-\Lambda(t)\), multiplies the exponential series by \(e^{-Mt}\), and identifies the terms with the weights.

`thinning_fails_above_bound` first shows that the rejecting set is empty when \(c>M\). Every weight with at least one proposal then vanishes, `hasSum_single` leaves \(e^{-Mt}\), and the strict inequality follows from monotonicity of the exponential.
